# Number-conserving canonical purification does not raise the band energy when lower levels are at least as full as higher ones

Take two levels with energies 0 and 1 and occupations 1/4 and 3/4, so that the upper level is the fuller one. The purification step $x\mapsto 3x^2-2x^3$ turns the occupations into 5/32 and 27/32. The electron number is still 1 and both occupations are closer to 0 or 1, yet the band energy has risen from 3/4 to 27/32. Repeating the step fills the wrong level. Purity and electron number alone therefore do not protect the energy; an ordering of the occupations does.

Let finitely many levels, indexed by $i$, have energies $e_i$ and occupations $x_i\in[0,1]$, with $x_j\le x_i$ whenever $e_i<e_j$. Levels of equal energy may be filled differently. The $e_i$ and $x_i$ are the eigenvalues of a Hamiltonian and of a density matrix that commutes with it, listed in a common eigenbasis, and the band energy is $\sum_i e_ix_i$. A density matrix that starts as a decreasing linear function of the Hamiltonian has this ordering. In Lean the levels form a finite type `ι`, and `e` and `x` are real functions on it. The matrices themselves do not appear, nor does any truncation of small matrix elements.

```lean
import Mathlib

open Finset

namespace CanonicalPurificationEnergy

noncomputable section

variable {ι : Type*} [Fintype ι]
```

For a parameter $c>0$, the purification polynomial is

$$p(x)=\frac{(1+c)x^2-x^3}{c}.$$

```lean
/-- The canonical purification polynomial `((1 + c) x² - x³) / c`, for `c ≠ 0`. -/
def upperMap (c x : ℝ) : ℝ := ((1 + c) * x ^ 2 - x ^ 3) / c
```

The canonical scheme uses this polynomial for $c\ge 1/2$ and a second cubic for $c<1/2$:

$$\frac{(1-2c)x+(1+c)x^2-x^3}{1-c}.$$

```lean
/-- The two-branch canonical purification map: `upperMap` for `c ≥ 1/2`, and
`((1 - 2c) x + (1 + c) x² - x³) / (1 - c)` for `c < 1/2`. -/
def canonicalMap (c x : ℝ) : ℝ :=
  if 1 / 2 ≤ c then upperMap c x
  else ((1 - 2 * c) * x + (1 + c) * x ^ 2 - x ^ 3) / (1 - c)
```

## Occupations above $c$ do not shrink, those below do not grow

Subtract $x=cx/c$ from $p(x)$ and factor the numerator:

$$p(x)-x=\frac{(1+c)x^2-x^3-cx}{c}=\frac{x(1-x)(x-c)}{c}.$$

On $[0,1]$ the factor $x(1-x)$ is nonnegative, so the sign of the change is decided by $x-c$. In the proof, `eq_div_iff` clears the denominator and `linear_combination` checks the polynomial identity.

```lean
/-- For `c ≠ 0`, the polynomial changes an occupation `x` by `x (1 - x) (x - c) / c`. -/
theorem upperMap_sub {c : ℝ} (hc : c ≠ 0) (x : ℝ) :
    upperMap c x - x = x * (1 - x) * (x - c) / c := by
  rw [upperMap, eq_div_iff hc]
  linear_combination div_mul_cancel₀ ((1 + c) * x ^ 2 - x ^ 3) hc
```

For the second cubic, subtracting $(1-c)x$ from the numerator leaves the same expression, $-cx+(1+c)x^2-x^3=x(1-x)(x-c)$. Both branches therefore change $x$ by $k\,x(1-x)(x-c)$, with $k=1/c$ or $k=1/(1-c)$, positive in its own range of $c$.

```lean
/-- In either branch, the canonical map changes an occupation `x` by a positive multiple,
independent of `x`, of `x (1 - x) (x - c)`. -/
theorem canonicalMap_sub (c : ℝ) :
    ∃ k : ℝ, 0 < k ∧ ∀ x, canonicalMap c x - x = k * (x * (1 - x) * (x - c)) := by
  by_cases h : 1 / 2 ≤ c
  · have hc : 0 < c := by linarith
    refine ⟨1 / c, one_div_pos.mpr hc, fun x => ?_⟩
    rw [canonicalMap, if_pos h, upperMap_sub hc.ne']
    ring
  · have hc : 0 < 1 - c := by linarith [not_le.1 h]
    refine ⟨1 / (1 - c), one_div_pos.mpr hc, fun x => ?_⟩
    have e1 : 1 / (1 - c) * (x * (1 - x) * (x - c))
        = (x * (1 - x) * (x - c)) / (1 - c) := by ring
    rw [canonicalMap, if_neg h, e1, eq_div_iff hc.ne']
    linear_combination
      div_mul_cancel₀ ((1 - 2 * c) * x + (1 + c) * x ^ 2 - x ^ 3) hc.ne'
```

## At fixed electron number, energy changes do not depend on the energy zero

Let $y_i$ be new occupations with $\sum_i y_i=\sum_i x_i$. For any reference energy $\mu$,

$$\sum_i(e_i-\mu)(y_i-x_i)=\sum_i e_iy_i-\sum_i e_ix_i-\mu\Big(\sum_i y_i-\sum_i x_i\Big),$$

and the last bracket vanishes.

Conservation is the hypothesis `hN` throughout. Physically it says that the step neither adds nor removes electrons. For the maps above it reads $\sum_i x_i(1-x_i)(x_i-c)=0$, which determines $c=\sum_i x_i^2(1-x_i)/\sum_i x_i(1-x_i)$ unless every occupation is already 0 or 1.

```lean
/-- When two sets of occupations hold the same number of electrons, their difference in band
energy can be computed with energies measured from any reference `μ`. -/
theorem energy_change {e x y : ι → ℝ} (hN : ∑ i, y i = ∑ i, x i) (μ : ℝ) :
    ∑ i, (e i - μ) * (y i - x i) = ∑ i, e i * y i - ∑ i, e i * x i := by
  have h : ∑ i, (e i - μ) * (y i - x i)
      = (∑ i, e i * y i - ∑ i, e i * x i) - μ * (∑ i, y i - ∑ i, x i) := by
    simp only [← Finset.sum_sub_distrib, Finset.mul_sum]
    exact Finset.sum_congr rfl fun i _ => by ring
  rw [h, hN]
  ring
```

## An energy that separates gains from losses

Suppose some occupation exceeds $c$, and let $\mu=e_m$ be the highest energy at which this happens.

- If $x_i>c$, then $e_i\le\mu$ by the choice of $m$, and the level does not lose occupation.
- If $x_i\le c$, then $e_i\ge\mu$, since $e_i<e_m$ would give $x_i\ge x_m>c$ by the ordering. This level does not gain occupation.

In both cases $(e_i-\mu)(f(x_i)-x_i)\le 0$, where $f$ is either branch.

If no occupation exceeds $c$, every change is nonpositive. The changes sum to zero, so each one is zero and any $\mu$ will do.

The lemma is stated for any `f` with the factored form of the change, so it serves both branches. `up` and `dn` are the two sign statements, and `Finset.exists_max_image` supplies the level $m$.

```lean
/-- Let occupations in `[0,1]` not increase with energy, and let a map `f` change each `x` by
`k x (1 - x) (x - c)` with `k ≥ 0` and conserve the electron number. Then some energy `μ`
separates the levels: none above `μ` gains occupation and none below `μ` loses any. -/
theorem exists_separating_energy {e x : ι → ℝ} {c k : ℝ} {f : ℝ → ℝ} (hk : 0 ≤ k)
    (hf : ∀ t, f t - t = k * (t * (1 - t) * (t - c)))
    (hx : ∀ i, x i ∈ Set.Icc (0 : ℝ) 1) (ho : ∀ i j, e i < e j → x j ≤ x i)
    (hN : ∑ i, f (x i) = ∑ i, x i) :
    ∃ μ : ℝ, ∀ i, (e i - μ) * (f (x i) - x i) ≤ 0 := by
  have w : ∀ i, 0 ≤ k * (x i * (1 - x i)) := fun i =>
    mul_nonneg hk (mul_nonneg (hx i).1 (sub_nonneg.2 (hx i).2))
  -- occupations above `c` do not shrink, the others do not grow
  have up : ∀ i, c < x i → 0 ≤ f (x i) - x i := by
    intro i h
    rw [hf]
    linarith [mul_nonneg (w i) (sub_nonneg.2 h.le)]
  have dn : ∀ i, x i ≤ c → f (x i) - x i ≤ 0 := by
    intro i h
    rw [hf]
    linarith [mul_nonneg (w i) (sub_nonneg.2 h)]
  by_cases hs : ∃ i, c < x i
  · -- `μ` is the highest energy with occupation above `c`
    obtain ⟨i₀, hi₀⟩ := hs
    obtain ⟨m, hm, hmax⟩ := Finset.exists_max_image
      (Finset.univ.filter fun i => c < x i) e ⟨i₀, by simp [hi₀]⟩
    simp only [Finset.mem_filter, Finset.mem_univ, true_and] at hm hmax
    refine ⟨e m, fun i => ?_⟩
    rcases lt_or_ge c (x i) with h | h
    · exact mul_nonpos_iff.2 (Or.inr ⟨sub_nonpos.2 (hmax i h), up i h⟩)
    · have hle : e m ≤ e i := by
        by_contra hlt
        linarith [ho i m (not_le.1 hlt)]
      exact mul_nonpos_iff.2 (Or.inl ⟨sub_nonneg.2 hle, dn i h⟩)
  · -- nothing grows, so number conservation forbids any change
    have hz : ∑ i, (f (x i) - x i) = 0 := by
      rw [Finset.sum_sub_distrib, hN, sub_self]
    have h0 := (Finset.sum_eq_zero_iff_of_nonpos
      (fun i _ => dn i (not_lt.1 fun h => hs ⟨i, h⟩))).1 hz
    exact ⟨0, fun i => le_of_eq (by rw [h0 i (Finset.mem_univ i), mul_zero])⟩
```

## The energy inequality and its equality case

Summing over the levels and removing $\mu$ by number conservation gives

$$\sum_i e_i\,p(x_i)-\sum_i e_ix_i=\sum_i(e_i-\mu)(p(x_i)-x_i)\le 0.$$

The theorem assumes $c>0$, occupations in $[0,1]$ (`hx`), the ordering (`ho`) and conservation (`hN`). For $c<1/2$ the inequality still holds, but $p$ sends occupations just below 1 to values above 1, which are not physical. The second cubic avoids this.

```lean
/-- For `c > 0` and occupations in `[0,1]` that do not increase with energy, an `upperMap c` step
that conserves the electron number does not raise the band energy. -/
theorem band_energy_le {e x : ι → ℝ} {c : ℝ} (hc : 0 < c)
    (hx : ∀ i, x i ∈ Set.Icc (0 : ℝ) 1) (ho : ∀ i j, e i < e j → x j ≤ x i)
    (hN : ∑ i, upperMap c (x i) = ∑ i, x i) :
    ∑ i, e i * upperMap c (x i) ≤ ∑ i, e i * x i := by
  obtain ⟨μ, hμ⟩ := exists_separating_energy (one_div_pos.mpr hc).le
    (fun t => by rw [upperMap_sub hc.ne']; ring) hx ho hN
  have h := Finset.sum_nonpos fun i (_ : i ∈ Finset.univ) => hμ i
  rw [energy_change hN μ] at h
  linarith
```

If the energy is unchanged, a sum of nonpositive terms is zero, so each term is zero. Every level with $p(x_i)\ne x_i$ then has $e_i=\mu$. Conversely, if all changing levels share one energy $\mu$, each term has a vanishing factor and the energy stays the same. Charge moved within a degenerate level costs nothing.

```lean
/-- Under the conditions of `band_energy_le`, an `upperMap c` step leaves the band energy unchanged
exactly when all levels whose occupation changes have one common energy. -/
theorem band_energy_eq_iff {e x : ι → ℝ} {c : ℝ} (hc : 0 < c)
    (hx : ∀ i, x i ∈ Set.Icc (0 : ℝ) 1) (ho : ∀ i j, e i < e j → x j ≤ x i)
    (hN : ∑ i, upperMap c (x i) = ∑ i, x i) :
    ∑ i, e i * upperMap c (x i) = ∑ i, e i * x i ↔
      ∃ μ : ℝ, ∀ i, upperMap c (x i) ≠ x i → e i = μ := by
  constructor
  · intro hE
    obtain ⟨μ, hμ⟩ := exists_separating_energy (one_div_pos.mpr hc).le
      (fun t => by rw [upperMap_sub hc.ne']; ring) hx ho hN
    have hz : ∑ i, (e i - μ) * (upperMap c (x i) - x i) = 0 := by
      rw [energy_change hN μ, hE, sub_self]
    -- a vanishing sum of nonpositive terms vanishes term by term
    have h0 := (Finset.sum_eq_zero_iff_of_nonpos (fun i _ => hμ i)).1 hz
    exact ⟨μ, fun i hi => sub_eq_zero.1
      ((mul_eq_zero.1 (h0 i (Finset.mem_univ i))).resolve_right (sub_ne_zero.2 hi))⟩
  · rintro ⟨μ, hμ⟩
    have hz : ∑ i, (e i - μ) * (upperMap c (x i) - x i) = 0 := by
      refine Finset.sum_eq_zero fun i _ => ?_
      by_cases h : upperMap c (x i) = x i
      · rw [h, sub_self, mul_zero]
      · rw [hμ i h, sub_self, zero_mul]
    rw [energy_change hN μ] at hz
    linarith
```

## Order survives a step

To iterate, the new occupations must again be ordered and lie in $[0,1]$. For $0\le x\le y\le 1$, set

$$q=\tfrac32(x+y)-(x^2+xy+y^2)=x(1-x)+y(1-y)+\tfrac12\big[x(1-y)+y(1-x)\big]\ge 0.$$

The map then increases from $x$ to $y$ by

$$\frac{(y-x)\big[q+(c-\tfrac12)(x+y)\big]}{c}\quad\text{or}\quad\frac{(y-x)\big[q+(\tfrac12-c)(2-x-y)\big]}{1-c}$$

for $c\ge\tfrac12$ and $c<\tfrac12$ respectively. Both are nonnegative. In the code `key` is $q\ge0$, and `ring` confirms the two formulas.

```lean
/-- The two-branch canonical map preserves the order of occupations in `[0,1]`. -/
theorem canonicalMap_monotoneOn (c : ℝ) :
    MonotoneOn (canonicalMap c) (Set.Icc (0 : ℝ) 1) := by
  intro x hx y hy hxy
  have x1 : 0 ≤ 1 - x := sub_nonneg.2 hx.2
  have y1 : 0 ≤ 1 - y := sub_nonneg.2 hy.2
  have d : 0 ≤ y - x := sub_nonneg.2 hxy
  -- the difference quotient of the numerator at `c = 1/2`
  have key : 0 ≤ 3 / 2 * (x + y) - (x ^ 2 + x * y + y ^ 2) := by
    linarith [mul_nonneg hx.1 x1, mul_nonneg hy.1 y1, mul_nonneg hx.1 y1,
      mul_nonneg hy.1 x1]
  rw [← sub_nonneg]
  by_cases h : 1 / 2 ≤ c
  · have hq := mul_nonneg (sub_nonneg.2 h) (add_nonneg hx.1 hy.1)
    have hd := div_nonneg (mul_nonneg d (add_nonneg key hq)) (by linarith : 0 ≤ c)
    simp only [canonicalMap, if_pos h, upperMap]
    convert hd using 1
    ring
  · have h' := not_le.1 h
    have hq := mul_nonneg (sub_nonneg.2 h'.le) (add_nonneg x1 y1)
    have hd := div_nonneg (mul_nonneg d (add_nonneg key hq)) (by linarith : 0 ≤ 1 - c)
    simp only [canonicalMap, if_neg h]
    convert hd using 1
    ring
```

## Descent along the whole iteration

Write `x n i` for the occupation of level $i$ after $n$ steps and `c n` for the parameter of the next step. The map fixes 0 and 1 and is monotone, so induction carries the bounds and the ordering to every $n$; this is `inv`. The separating energy, which may differ from step to step, then gives $\sum_i e_i x_{n+1,i}\le\sum_i e_i x_{n,i}$.

For a fixed Hamiltonian of non-interacting electrons, a canonical purification run whose band energy rises must therefore have broken a hypothesis, for instance through truncation or a drifting electron number. Descent alone does not establish convergence to the ground state.

```lean
/-- Start from occupations in `[0,1]` that do not increase with energy, and iterate the two-branch
canonical map with parameters `c n` that conserve the electron number at each step. Then the
band energy never rises along the iteration. -/
theorem band_energy_antitone {e : ι → ℝ} {x : ℕ → ι → ℝ} {c : ℕ → ℝ}
    (hx : ∀ i, x 0 i ∈ Set.Icc (0 : ℝ) 1) (ho : ∀ i j, e i < e j → x 0 j ≤ x 0 i)
    (hstep : ∀ n i, x (n + 1) i = canonicalMap (c n) (x n i))
    (hN : ∀ n, ∑ i, x (n + 1) i = ∑ i, x n i) :
    Antitone fun n => ∑ i, e i * x n i := by
  -- bounds and ordering survive every step
  have inv : ∀ n, (∀ i, x n i ∈ Set.Icc (0 : ℝ) 1) ∧
      ∀ i j, e i < e j → x n j ≤ x n i := by
    intro n
    induction n with
    | zero => exact ⟨hx, ho⟩
    | succ n ih =>
      obtain ⟨k, _, hf⟩ := canonicalMap_sub (c n)
      have f0 : canonicalMap (c n) 0 = 0 := by linear_combination hf 0
      have f1 : canonicalMap (c n) 1 = 1 := by linear_combination hf 1
      have mono := canonicalMap_monotoneOn (c n)
      refine ⟨fun i => ?_, fun i j hij => ?_⟩
      · have a := mono (Set.left_mem_Icc.2 zero_le_one) (ih.1 i) (ih.1 i).1
        have b := mono (ih.1 i) (Set.right_mem_Icc.2 zero_le_one) (ih.1 i).2
        rw [f0] at a
        rw [f1] at b
        rw [hstep]
        exact ⟨a, b⟩
      · rw [hstep, hstep]
        exact mono (ih.1 j) (ih.1 i) (ih.2 i j hij)
  refine antitone_nat_of_succ_le fun n => ?_
  obtain ⟨k, hk, hf⟩ := canonicalMap_sub (c n)
  have hNn : ∑ i, canonicalMap (c n) (x n i) = ∑ i, x n i := by
    rw [← hN n]
    exact Finset.sum_congr rfl fun i _ => (hstep n i).symm
  obtain ⟨μ, hμ⟩ := exists_separating_energy hk.le hf (inv n).1 (inv n).2 hNn
  have h := Finset.sum_nonpos fun i (_ : i ∈ Finset.univ) => hμ i
  rw [energy_change hNn μ] at h
  simp only [hstep]
  linarith
```

## The smallest system whose band energy can fall

A single level cannot change its occupation at fixed electron number, so two levels are the fewest that allow a strict decrease. Put the opening example in the right order: occupations 3/4 and 1/4 at energies 0 and 1, with $c=1/2$. They become 27/32 and 5/32, and the band energy falls from 1/4 to 5/32. The last theorem checks the hypotheses and the strict inequality for these numbers.

```lean
/-- Two levels with energies `0, 1`, occupations `3/4, 1/4` and `c = 1/2` meet the conditions of
`band_energy_le`, and the step lowers their band energy strictly. -/
theorem band_energy_le_witness :
    let e : Fin 2 → ℝ := ![0, 1]
    let x : Fin 2 → ℝ := ![3 / 4, 1 / 4]
    (∀ i, x i ∈ Set.Icc (0 : ℝ) 1) ∧ (∀ i j, e i < e j → x j ≤ x i) ∧
      ∑ i, upperMap (1 / 2) (x i) = ∑ i, x i ∧
      ∑ i, e i * upperMap (1 / 2) (x i) < ∑ i, e i * x i := by
  intro e x
  refine ⟨fun i => ?_, fun i j => ?_, ?_, ?_⟩
  · fin_cases i <;> norm_num [x]
  · fin_cases i <;> fin_cases j <;> norm_num [e, x]
  · norm_num [x, upperMap, Fin.sum_univ_two]
  · norm_num [e, x, upperMap, Fin.sum_univ_two]

end

end CanonicalPurificationEnergy
```

```lean
#print axioms CanonicalPurificationEnergy.band_energy_le
#print axioms CanonicalPurificationEnergy.band_energy_eq_iff
#print axioms CanonicalPurificationEnergy.band_energy_antitone
```

```
'CanonicalPurificationEnergy.band_energy_le' depends on axioms: [propext, Classical.choice, Quot.sound]
'CanonicalPurificationEnergy.band_energy_eq_iff' depends on axioms: [propext, Classical.choice, Quot.sound]
'CanonicalPurificationEnergy.band_energy_antitone' depends on axioms: [propext, Classical.choice, Quot.sound]
```
